# A channel with a positive definite stationary state conserves exactly the matrices that commute with its Kraus operators and their adjoints

An atom has two stable levels |0⟩ and |1⟩ and an excited level |2⟩, which in one time step decays to |0⟩ with probability 9/25 and to |1⟩ with probability 16/25. I describe the step by the Kraus operators

K₀ = |0⟩⟨0| + |1⟩⟨1|, K₁ = (3/5)|0⟩⟨2|, K₂ = (4/5)|1⟩⟨2|

and look for observables that don't change in the Heisenberg picture. For a unitary step these are the ones that commute with the unitary, so I expected them to commute with all the Kraus operators here. But A = diag(25, 0, 9) is conserved, and it doesn't commute with K₁. For a dephasing qubit, on the other hand, every conserved observable I find does commute. What distinguishes the two channels?

## A stationary state that populates every direction is sufficient

The dephasing qubit has a stationary state with no zero eigenvalue. The decaying atom has none, because every stationary state leaves |2⟩ empty. When a positive definite stationary state exists, conservation and commutation are equivalent.

Write the channel in its two pictures as

Φ(X) = ∑ⱼ Kⱼ† X Kⱼ

S(ρ) = ∑ⱼ Kⱼ ρ Kⱼ†

with ∑ⱼ Kⱼ†Kⱼ = 1, which says that total probability is preserved. Let ρ be positive definite with S(ρ) = ρ. Cyclicity of the trace gives tr(ρ Kⱼ†XKⱼ) = tr(KⱼρKⱼ† X), and summing over j,

tr(ρ Φ(X)) = tr(S(ρ) X).

Also Φ(X†) = Φ(X)†, so if A is conserved, A† is too.

Suppose Φ(A) = A and set Cⱼ = AKⱼ − KⱼA. Then

Cⱼ†Cⱼ = Kⱼ†A†AKⱼ − Kⱼ†A†KⱼA − A†Kⱼ†AKⱼ + A†Kⱼ†KⱼA.

Sum over j and use normalisation in the last term:

∑ⱼ Cⱼ†Cⱼ = Φ(A†A) − Φ(A†)A − A†Φ(A) + A†A = Φ(A†A) − A†A.

Now take the expectation value in ρ. By duality and stationarity,

∑ⱼ tr(ρ Cⱼ†Cⱼ) = tr(S(ρ)A†A) − tr(ρA†A) = 0.

For any matrix C, let cᵢ be the column vector whose entries are the complex conjugates of row i of C. Then

tr(ρ C†C) = tr(CρC†) = ∑ᵢ cᵢ†ρcᵢ.

Each term is nonnegative, and it is zero only if cᵢ = 0. Hence every Cⱼ vanishes, and AKⱼ = KⱼA. The same argument for A† gives A†Kⱼ = KⱼA†, whose adjoint is Kⱼ†A = AKⱼ†.

Conversely, if A commutes with every Kⱼ†, then

Φ(A) = ∑ⱼ Kⱼ†AKⱼ = A ∑ⱼ Kⱼ†Kⱼ = A.

In your atom, ρ = |0⟩⟨0| is stationary, but C₁ = (48/5)|0⟩⟨2|, so C₁†C₁ is proportional to |2⟩⟨2|. Its expectation value in ρ is zero although C₁ is not. Your A also has a plain meaning: A/25 = diag(1, 0, 9/25) lists the probabilities of ending in |0⟩ from each level. That is a conserved quantity, but not one that commutes with the decay.

Here is the argument in Lean 4 with Mathlib, including both of your examples.

```lean
import Mathlib

open Matrix
open scoped ComplexOrder

namespace ConservedObservablesOfChannel

noncomputable section

variable {ι n : Type*} [Fintype ι] [Fintype n]

/-- The channel in the Heisenberg picture: an observable `X` becomes `∑ K_j† X K_j`. -/
def heisenberg (K : ι → Matrix n n ℂ) (X : Matrix n n ℂ) : Matrix n n ℂ :=
  ∑ j, (K j)ᴴ * X * K j

/-- The channel in the Schrödinger picture: a state `ρ` becomes `∑ K_j ρ K_j†`. -/
def schrodinger (K : ι → Matrix n n ℂ) (ρ : Matrix n n ℂ) : Matrix n n ℂ :=
  ∑ j, K j * ρ * (K j)ᴴ

/-- Both pictures give the same expectation values: evolving the observable or evolving
the state leads to the same trace. -/
theorem trace_heisenberg (K : ι → Matrix n n ℂ) (ρ X : Matrix n n ℂ) :
    (ρ * heisenberg K X).trace = (schrodinger K ρ * X).trace := by
  simp only [heisenberg, schrodinger, Finset.mul_sum, Finset.sum_mul, Matrix.trace_sum]
  refine Finset.sum_congr rfl fun j _ => ?_
  -- move the last Kraus operator to the front under the trace
  rw [show ρ * ((K j)ᴴ * X * K j) = (ρ * (K j)ᴴ * X) * K j by
    simp only [Matrix.mul_assoc], Matrix.trace_mul_comm]
  simp only [Matrix.mul_assoc]

/-- The Heisenberg evolution of the adjoint is the adjoint of the Heisenberg evolution. -/
theorem heisenberg_conjTranspose (K : ι → Matrix n n ℂ) (A : Matrix n n ℂ) :
    heisenberg K Aᴴ = (heisenberg K A)ᴴ := by
  simp only [heisenberg, Matrix.conjTranspose_sum, Matrix.conjTranspose_mul,
    Matrix.conjTranspose_conjTranspose, Matrix.mul_assoc]

/-- In a positive definite state the expectation value of `C†C` is nonnegative, and it
vanishes only for `C = 0`. -/
theorem expectation_faithful {ρ : Matrix n n ℂ} (hρ : ρ.PosDef) (C : Matrix n n ℂ) :
    0 ≤ (ρ * (Cᴴ * C)).trace ∧ ((ρ * (Cᴴ * C)).trace = 0 ↔ C = 0) := by
  -- the trace is a sum of quadratic forms of `ρ`, one for each row of `C`
  have key : (ρ * (Cᴴ * C)).trace
      = ∑ i, star (star (C i)) ⬝ᵥ (ρ *ᵥ star (C i)) := by
    rw [← Matrix.mul_assoc, Matrix.trace_mul_comm]
    simp [Matrix.trace, Matrix.mul_apply, dotProduct, Matrix.mulVec]
  have hnn : ∀ i ∈ Finset.univ, 0 ≤ star (star (C i)) ⬝ᵥ (ρ *ᵥ star (C i)) :=
    fun i _ => hρ.posSemidef.dotProduct_mulVec_nonneg _
  refine ⟨by rw [key]; exact Finset.sum_nonneg hnn, fun h => ?_, fun h => by simp [h]⟩
  rw [key] at h
  ext i k
  have hi := (Finset.sum_eq_zero_iff_of_nonneg hnn).1 h i (Finset.mem_univ i)
  have hrow : star (C i) = 0 := by
    by_contra hne
    exact (hρ.dotProduct_mulVec_pos hne).ne' hi
  have hk := congrFun hrow k
  simpa using hk

/-- For normalised Kraus operators and a conserved `A`, the squared commutators of `A` with
the Kraus operators add up to the change of `A†A` under the channel. -/
theorem sum_commutator_sq [DecidableEq n] {K : ι → Matrix n n ℂ} {A : Matrix n n ℂ}
    (hK : ∑ j, (K j)ᴴ * K j = 1) (hA : heisenberg K A = A) :
    ∑ j, (A * K j - K j * A)ᴴ * (A * K j - K j * A)
      = heisenberg K (Aᴴ * A) - Aᴴ * A := by
  have hA' : heisenberg K Aᴴ = Aᴴ := by rw [heisenberg_conjTranspose, hA]
  calc ∑ j, (A * K j - K j * A)ᴴ * (A * K j - K j * A)
      = heisenberg K (Aᴴ * A) - heisenberg K Aᴴ * A - Aᴴ * heisenberg K A
          + Aᴴ * (∑ j, (K j)ᴴ * K j) * A := by
        simp only [heisenberg, Finset.mul_sum, Finset.sum_mul,
          ← Finset.sum_sub_distrib, ← Finset.sum_add_distrib]
        refine Finset.sum_congr rfl fun j _ => ?_
        rw [Matrix.conjTranspose_sub, Matrix.conjTranspose_mul, Matrix.conjTranspose_mul]
        noncomm_ring
    _ = heisenberg K (Aᴴ * A) - Aᴴ * A := by
        rw [hA', hA, hK]
        noncomm_ring

/-- If a channel with normalised Kraus operators has a positive definite stationary state,
every conserved `A` commutes with every Kraus operator. -/
theorem commute_of_conserved [DecidableEq n] {K : ι → Matrix n n ℂ} {ρ A : Matrix n n ℂ}
    (hK : ∑ j, (K j)ᴴ * K j = 1) (hρ : ρ.PosDef) (hst : schrodinger K ρ = ρ)
    (hA : heisenberg K A = A) (j : ι) : A * K j = K j * A := by
  -- stationarity: the expectation value of `A†A` does not change
  have hsum : ∑ j, (ρ * ((A * K j - K j * A)ᴴ * (A * K j - K j * A))).trace = 0 := by
    rw [← Matrix.trace_sum, ← Finset.mul_sum, sum_commutator_sq hK hA, Matrix.mul_sub,
      Matrix.trace_sub, trace_heisenberg, hst, sub_self]
  -- a vanishing sum of nonnegative terms vanishes term by term
  have hj := (Finset.sum_eq_zero_iff_of_nonneg
    (fun i _ => (expectation_faithful hρ (A * K i - K i * A)).1)).1 hsum j (Finset.mem_univ j)
  exact sub_eq_zero.1 ((expectation_faithful hρ _).2.1 hj)

/-- For a channel with normalised Kraus operators and a positive definite stationary state,
`A` is conserved if and only if it commutes with all Kraus operators and their adjoints. -/
theorem conserved_iff_commute [DecidableEq n] {K : ι → Matrix n n ℂ} {ρ : Matrix n n ℂ}
    (hK : ∑ j, (K j)ᴴ * K j = 1) (hρ : ρ.PosDef) (hst : schrodinger K ρ = ρ)
    (A : Matrix n n ℂ) :
    heisenberg K A = A ↔ ∀ j, A * K j = K j * A ∧ A * (K j)ᴴ = (K j)ᴴ * A := by
  constructor
  · intro hA j
    refine ⟨commute_of_conserved hK hρ hst hA j, ?_⟩
    -- the adjoint of `A` is conserved too; take adjoints of its commutation relation
    have hA' : heisenberg K Aᴴ = Aᴴ := by rw [heisenberg_conjTranspose, hA]
    have h := congrArg Matrix.conjTranspose (commute_of_conserved hK hρ hst hA' j)
    rw [Matrix.conjTranspose_mul, Matrix.conjTranspose_mul,
      Matrix.conjTranspose_conjTranspose] at h
    exact h.symm
  · intro h
    calc heisenberg K A = ∑ j, A * ((K j)ᴴ * K j) := by
          refine Finset.sum_congr rfl fun j _ => ?_
          rw [← (h j).2, Matrix.mul_assoc]
      _ = A := by rw [← Finset.mul_sum, hK, Matrix.mul_one]

/-- For a channel with normalised Kraus operators and a positive definite stationary state,
the product of two conserved matrices is conserved. -/
theorem conserved_mul [DecidableEq n] {K : ι → Matrix n n ℂ} {ρ A B : Matrix n n ℂ}
    (hK : ∑ j, (K j)ᴴ * K j = 1) (hρ : ρ.PosDef) (hst : schrodinger K ρ = ρ)
    (hA : heisenberg K A = A) (hB : heisenberg K B = B) :
    heisenberg K (A * B) = A * B := by
  rw [conserved_iff_commute hK hρ hst] at hA hB ⊢
  intro j
  constructor
  · rw [Matrix.mul_assoc, (hB j).1, ← Matrix.mul_assoc, (hA j).1, Matrix.mul_assoc]
  · rw [Matrix.mul_assoc, (hB j).2, ← Matrix.mul_assoc, (hA j).2, Matrix.mul_assoc]

/-- Kraus operators of a dephasing qubit: a phase flip occurs with probability 16/25. -/
def dephasing : Fin 2 → Matrix (Fin 2) (Fin 2) ℂ :=
  ![!![3/5, 0; 0, 3/5], !![4/5, 0; 0, -4/5]]

/-- The dephasing qubit has normalised Kraus operators, and the positive definite state with
populations 2/5 and 3/5 is stationary. -/
theorem conserved_iff_commute_witness :
    ∑ j, (dephasing j)ᴴ * dephasing j = 1 ∧
    (Matrix.diagonal ![(2/5 : ℂ), 3/5]).PosDef ∧
    schrodinger dephasing (Matrix.diagonal ![2/5, 3/5]) = Matrix.diagonal ![2/5, 3/5] := by
  -- all Kraus entries are real
  have hreal : ∀ j a b, star (dephasing j a b) = dephasing j a b := by
    intro j a b
    apply Complex.conj_eq_iff_im.2
    fin_cases j <;> fin_cases a <;> fin_cases b <;> simp [dephasing]
  refine ⟨?_, ?_, ?_⟩
  · ext i j
    simp only [Fin.sum_univ_two, Matrix.add_apply, Matrix.mul_apply,
      Matrix.conjTranspose_apply, hreal]
    fin_cases i <;> fin_cases j <;> simp [dephasing] <;> norm_num
  · rw [Matrix.posDef_diagonal_iff]
    intro i
    fin_cases i <;> norm_num [Complex.lt_def]
  · ext i j
    simp only [schrodinger, Fin.sum_univ_two, Matrix.add_apply, Matrix.mul_apply,
      Matrix.conjTranspose_apply, Matrix.diagonal_apply, hreal]
    fin_cases i <;> fin_cases j <;> simp [dephasing] <;> norm_num

/-- Kraus operators of a three-level system whose third level decays into the first with
probability 9/25 and into the second with probability 16/25. -/
def decay : Fin 3 → Matrix (Fin 3) (Fin 3) ℂ :=
  ![!![1, 0, 0; 0, 1, 0; 0, 0, 0], !![0, 0, 3/5; 0, 0, 0; 0, 0, 0],
    !![0, 0, 0; 0, 0, 4/5; 0, 0, 0]]

/-- A positive semidefinite stationary state is not enough: the three-level decay has one,
and it conserves `diag(25, 0, 9)`, which does not commute with a Kraus operator. -/
theorem semidefinite_not_enough :
    ∑ j, (decay j)ᴴ * decay j = 1 ∧
    (Matrix.diagonal ![(1 : ℂ), 0, 0]).PosSemidef ∧
    schrodinger decay (Matrix.diagonal ![1, 0, 0]) = Matrix.diagonal ![1, 0, 0] ∧
    heisenberg decay (Matrix.diagonal ![25, 0, 9]) = Matrix.diagonal ![25, 0, 9] ∧
    Matrix.diagonal ![25, 0, 9] * decay 1 ≠ decay 1 * Matrix.diagonal ![25, 0, 9] := by
  -- all Kraus entries are real
  have hreal : ∀ j a b, star (decay j a b) = decay j a b := by
    intro j a b
    apply Complex.conj_eq_iff_im.2
    fin_cases j <;> fin_cases a <;> fin_cases b <;> simp [decay]
  refine ⟨?_, ?_, ?_, ?_, ?_⟩
  · ext i j
    simp only [Fin.sum_univ_three, Matrix.add_apply, Matrix.mul_apply,
      Matrix.conjTranspose_apply, hreal]
    fin_cases i <;> fin_cases j <;> simp [decay]
    norm_num
  · rw [Matrix.posSemidef_diagonal_iff]
    intro i
    fin_cases i <;> simp
  · ext i j
    simp only [schrodinger, Fin.sum_univ_three, Matrix.add_apply, Matrix.mul_apply,
      Matrix.conjTranspose_apply, Matrix.diagonal_apply, hreal]
    fin_cases i <;> fin_cases j <;> simp [decay]
  · ext i j
    simp only [heisenberg, Fin.sum_univ_three, Matrix.add_apply, Matrix.mul_apply,
      Matrix.conjTranspose_apply, Matrix.diagonal_apply, hreal]
    fin_cases i <;> fin_cases j <;> simp [decay]
    norm_num
  · intro h
    -- compare the entries that link the first and the third level
    have h02 := congrFun (congrFun h 0) 2
    rw [Matrix.diagonal_mul, Matrix.mul_diagonal] at h02
    have h' : (25 : ℂ) * (3/5) = 3/5 * 9 := by simpa [decay] using h02
    norm_num at h'

end

end ConservedObservablesOfChannel
```

```lean
#print axioms ConservedObservablesOfChannel.conserved_iff_commute
#print axioms ConservedObservablesOfChannel.conserved_mul
#print axioms ConservedObservablesOfChannel.semidefinite_not_enough
```

```
'ConservedObservablesOfChannel.conserved_iff_commute' depends on axioms: [propext, Classical.choice, Quot.sound]
'ConservedObservablesOfChannel.conserved_mul' depends on axioms: [propext, Classical.choice, Quot.sound]
'ConservedObservablesOfChannel.semidefinite_not_enough' depends on axioms: [propext, Classical.choice, Quot.sound]
```

The main theorem is `conserved_iff_commute`. In words: given finitely many square complex matrices `K j` with ∑ⱼ Kⱼ†Kⱼ = 1, and a positive definite `ρ` left unchanged by the channel, a matrix `A` satisfies `heisenberg K A = A` exactly when it commutes with each `K j` and each `(K j)ᴴ`.

The finite type `ι` labels the Kraus operators and `n` labels an orthonormal basis; `ᴴ` is the dagger. The names `heisenberg` and `schrodinger` stand for the maps Φ and S over one step, not for equations of motion. `PosDef` includes Hermiticity. The trace of `ρ` need not be one, and `A` need not be Hermitian, so the theorem also applies to operators that are not observables in the strict sense. Lean numbers the levels and Kraus operators of the examples from 0, as you do, while the comments in the code call |2⟩ the third level.

Normalisation and stationarity are assumed, as is the positive definiteness of `ρ`. Physically, the last condition says that the stationary state gives every pure state a nonzero probability, as a thermal state at nonzero temperature does in finite dimension. To apply the theorem to a device, one must still establish that these Kraus matrices describe its evolution over one step. For finite-dimensional open systems with such a stationary state, the result turns the search for conserved quantities into a search for symmetries of the Kraus operators.

The lemmas follow the calculation above. `trace_heisenberg` is the duality: after expanding the sums, `Matrix.trace_mul_comm` moves the last Kraus operator to the front. `heisenberg_conjTranspose` is the statement about adjoints.

`expectation_faithful` treats tr(ρ C†C). Its step `key` rewrites the trace as the sum over rows, where `star (C i)` is the vector cᵢ. A vanishing sum of nonnegative terms has only vanishing terms, and a nonzero cᵢ would contradict strict positivity. The inequality `0 ≤` between complex numbers means that the trace is real and nonnegative.

`sum_commutator_sq` is the identity for ∑ⱼ Cⱼ†Cⱼ. Its first `calc` step expands the products with `noncomm_ring`, which respects the order of the factors; the second inserts conservation of A and A† and the normalisation. `commute_of_conserved` takes the expectation value, obtains zero from stationarity in `hsum`, and concludes that each commutator vanishes. `conserved_iff_commute` applies this to A and to A†, then proves the converse by pulling A out of the sum.

Products of conserved matrices are conserved as well, which is `conserved_mul`: if A and B both commute with a Kraus operator, so does AB. Your atom shows how this can fail without a positive definite stationary state. There A² = diag(625, 0, 81), whereas Φ(A²) = diag(625, 0, 225).

The two examples are verified entry by entry. `conserved_iff_commute_witness` shows that a dephasing qubit satisfies all the hypotheses with ρ = diag(2/5, 3/5). `semidefinite_not_enough` is your atom: it has the stationary density matrix diag(1, 0, 0), which is positive semidefinite with trace one, and still conserves a matrix that does not commute with `decay 1`. The final step compares the entry in row 0 and column 2, which is 15 for AK₁ and 27/5 for K₁A.

In a calculation, the nonzero conserved matrices can be found as the eigenvectors of Φ with eigenvalue 1. Stacking the columns of X into a vector turns Φ into the matrix ∑ⱼ Kⱼᵀ ⊗ Kⱼ†, of size d² × d² for a system with d levels. For the dephasing qubit, K₀ = (3/5)·1 and K₁ = (4/5)σ_z, with σ_z = diag(1, −1). The diagonal entries of X are unchanged, and the off-diagonal ones are multiplied by

9/25 − 16/25 = −7/25.

The eigenvalue 1 therefore belongs to the diagonal matrices, and these are exactly the matrices that commute with σ_z.

The same argument works in continuous time, a case the Lean code leaves aside. Take a Lindblad generator in the Heisenberg picture with Hermitian H, jump operators Lⱼ and ħ = 1:

𝓛(X) = i(HX − XH) + ∑ⱼ (Lⱼ†XLⱼ − ½Lⱼ†LⱼX − ½XLⱼ†Lⱼ).

With Dⱼ = ALⱼ − LⱼA, multiplying out gives

∑ⱼ Dⱼ†Dⱼ = 𝓛(A†A) − 𝓛(A†)A − A†𝓛(A).

If 𝓛(A) = 0, the last two terms vanish, and the expectation value of the first in a positive definite stationary state is zero. So A commutes with every Lⱼ and, by the same reasoning for A†, with every Lⱼ†. What remains of 𝓛(A) = 0 is HA = AH.
